# Diagonal signs remove the positive off-diagonals of a bipartite Heisenberg antiferromagnet but not all those of a triangle

One form of projector Monte Carlo applies 1 − δ(H − E) again and again, with a time step δ and a reference energy E. A walker on configuration τ moves to a different configuration σ with weight −δ H_στ. Where H_στ is positive this weight is negative, and the walker changes sign. If paths of opposite sign lead to the same configuration, their contributions cancel at least in part. Before the run one can therefore change the signs of the basis states and see whether all the weights become nonnegative.

## Spins, bonds and signs

The sites form a finite set `V`, and a configuration is a map `V → Bool`, with `true` for spin up. Units have ħ = 1.

```lean
import Mathlib

open Matrix

namespace MarshallSignRule

noncomputable section

variable {V ι : Type*} [Fintype V] [DecidableEq V] [Fintype ι]

/-- Matrix element of `Sz` for one spin 1/2; `true` is up and `false` is down. -/
def sz (a c : Bool) : ℝ := if a = c then (if a = true then 1 / 2 else -1 / 2) else 0

/-- Matrix element of the raising operator `S+` for one spin 1/2. -/
def sPlus (a c : Bool) : ℝ := if a = true ∧ c = false then 1 else 0

/-- Matrix element of the lowering operator `S-` for one spin 1/2. -/
def sMinus (a c : Bool) : ℝ := if a = false ∧ c = true then 1 else 0
```

For two distinct sites, s_i·s_j is the product of the Sz parts plus half of S⁺S⁻ + S⁻S⁺, and every other spin must stay as it is. The Hamiltonian sums this over a finite family of bonds. The exchange constant J is the energy scale of the coupling, and J > 0 favours antiparallel neighbours.

```lean
/-- Matrix element of `s_i · s_j` between two spin configurations, for distinct sites `i` and `j`;
all other spins must agree. -/
def spinDot (i j : V) (σ τ : V → Bool) : ℝ :=
  if ∀ k, k ≠ i → k ≠ j → σ k = τ k then
    sz (σ i) (τ i) * sz (σ j) (τ j)
      + (sPlus (σ i) (τ i) * sMinus (σ j) (τ j) + sMinus (σ i) (τ i) * sPlus (σ j) (τ j)) / 2
  else 0

/-- The Heisenberg Hamiltonian `J ∑ s_i · s_j` over a finite family of bonds, each joining two
distinct sites. -/
def heisenberg (J : ℝ) (bonds : ι → V × V) : Matrix (V → Bool) (V → Bool) ℝ :=
  Matrix.of fun σ τ => J * ∑ b, spinDot (bonds b).1 (bonds b).2 σ τ
```

The next definition records the action of a bond as an integer n_b(σ,τ).

```lean
/-- An integer for each bond and pair of configurations: `1` or `-1` for an unchanged parallel or
antiparallel pair, `2` for an exchanged antiparallel pair, and `0` otherwise. -/
def bondInt (i j : V) (σ τ : V → Bool) : ℤ :=
  if ∀ k, k ≠ i → k ≠ j → σ k = τ k then
    if σ i = τ i ∧ σ j = τ j then (if σ i = σ j then 1 else -1)
    else if σ i = τ j ∧ σ j = τ i then 2 else 0
  else 0
```

Let A mark one sublattice. The Marshall sign m(σ) is −1 to the number of up spins on marked sites, and M is the diagonal matrix of these signs. The rotated Hamiltonian is MHM.

```lean
/-- The sign contributed by one site: `-1` for an up spin on the marked sublattice. -/
def siteSign (a s : Bool) : ℝ := if a = true ∧ s = true then -1 else 1

/-- The Marshall sign: `-1` to the number of up spins on the sublattice marked by `A`. -/
def marshall (A : V → Bool) (σ : V → Bool) : ℝ := ∏ k, siteSign (A k) (σ k)

/-- Conjugation of an operator with the diagonal matrix of Marshall signs. -/
def marshallRotate (A : V → Bool) (H : Matrix (V → Bool) (V → Bool) ℝ) :
    Matrix (V → Bool) (V → Bool) ℝ :=
  Matrix.diagonal (marshall A) * H * Matrix.diagonal (marshall A)
```

The examples are rings with sites numbered from 0, each restricted to the configurations with two up spins. This means Sz = 0 on four sites and Sz = 1/2 on three.

```lean
/-- The nearest-neighbour bonds of a periodic ring of `N` sites, for `N` at least 3. -/
def ringBonds (N : ℕ) [NeZero N] : Fin N → Fin N × Fin N := fun i => (i, i + 1)

/-- The six configurations of four spins with two up, the two Néel states first. -/
def squareSector : Fin 6 → Fin 4 → Bool :=
  ![![true, false, true, false], ![false, true, false, true], ![true, true, false, false],
    ![false, true, true, false], ![false, false, true, true], ![true, false, false, true]]

/-- The three configurations of three spins with two up. -/
def triangleSector : Fin 3 → Fin 3 → Bool :=
  ![![false, true, true], ![true, false, true], ![true, true, false]]
```

## (a) Completeness of the two lists

**Task.** Write q_0, …, q_5 for the entries of `squareSector` and t_0, t_1, t_2 for those of `triangleSector`. Show that the two lists have no repetitions and satisfy

{σ on 4 sites with two up} = {q_0, …, q_5}
{σ on 3 sites with two up} = {t_0, t_1, t_2}

**Solution.** Two up spins can be placed on four sites in 6 ways and on three sites in 3 ways. The lists have 6 and 3 distinct entries, each with two up spins, so nothing is missing. `decide` goes through all 16 and all 8 configurations.

```lean
set_option maxRecDepth 20000 in
/-- The two lists of configurations have no repetitions and contain exactly the configurations
with two up spins, on four and on three sites. -/
theorem sectors_complete :
    (Function.Injective squareSector ∧ ∀ σ : Fin 4 → Bool,
      (Finset.univ.filter fun k => σ k = true).card = 2 ↔ ∃ i, squareSector i = σ) ∧
    (Function.Injective triangleSector ∧ ∀ σ : Fin 3 → Bool,
      (Finset.univ.filter fun k => σ k = true).card = 2 ↔ ∃ i, triangleSector i = σ) := by
  decide
```

## (b) Matrix elements as integers

**Task.** Show that

H_στ = (J/4) Σ_b n_b(σ,τ)

**Solution.** If a spectator spin differs, both sides of the bond's contribution vanish. Otherwise, an unchanged parallel pair gives (1/2)(1/2) = 1/4 and an unchanged antiparallel pair gives −1/4. An exchanged antiparallel pair gives 1/2 from the ladder operators, and any other change gives 0. Four times these values are the integers 1, −1, 2 and 0. The Lean proof runs through the same cases for the two spins and then sums over bonds.

```lean
/-- Every matrix element of the Heisenberg Hamiltonian is `J/4` times a sum of bond integers. -/
theorem heisenberg_apply (J : ℝ) (bonds : ι → V × V) (σ τ : V → Bool) :
    heisenberg J bonds σ τ =
      J * ((∑ b, bondInt (bonds b).1 (bonds b).2 σ τ : ℤ) : ℝ) / 4 := by
  have e : ∀ i j : V, spinDot i j σ τ = (bondInt i j σ τ : ℝ) / 4 := by
    intro i j
    unfold spinDot bondInt
    by_cases h : ∀ k, k ≠ i → k ≠ j → σ k = τ k
    · simp only [if_pos h]
      cases σ i <;> cases σ j <;> cases τ i <;> cases τ j <;> norm_num [sz, sPlus, sMinus]
    · simp only [if_neg h]
      norm_num
  simp only [heisenberg, Matrix.of_apply, e]
  rw [← Finset.sum_div, Int.cast_sum]
  ring
```

## (c) The sign of a single bond

**Task.** Let i and j lie on opposite sublattices and let σ ≠ τ. Show that

m(σ) (s_i·s_j)_στ m(τ) ≤ 0

**Solution.** A nonzero off-diagonal element exchanges an antiparallel pair and equals 1/2. Exactly one of the two sites is marked, so the number of up spins on marked sites changes by one and m(σ)m(τ) = −1. The product is −1/2.

In the code, `hm` cancels the spectators' signs, `hflip` shows that at least one spin of the bond changes, and `key` checks all the values of the two spins and their sublattices.

```lean
/-- A bond between opposite sublattices has only nonpositive off-diagonal elements once the
Marshall signs are attached. -/
theorem marshall_bond (A : V → Bool) {i j : V} (hA : A i ≠ A j) {σ τ : V → Bool} (hne : σ ≠ τ) :
    marshall A σ * spinDot i j σ τ * marshall A τ ≤ 0 := by
  -- the finite check on the two spins of the bond
  have key : ∀ p q a b c d : Bool, p ≠ q → ¬(a = c ∧ b = d) →
      siteSign p a * siteSign p c * (siteSign q b * siteSign q d) *
        (sz a c * sz b d + (sPlus a c * sMinus b d + sMinus a c * sPlus b d) / 2) ≤ 0 := by
    intro p q a b c d
    cases p <;> cases q <;> cases a <;> cases b <;> cases c <;> cases d <;>
      norm_num [siteSign, sz, sPlus, sMinus]
  have hij : i ≠ j := fun h => hA (by rw [h])
  unfold spinDot
  split_ifs with h
  · -- the signs of the spectator sites cancel
    have hm : marshall A σ * marshall A τ =
        siteSign (A i) (σ i) * siteSign (A i) (τ i) *
          (siteSign (A j) (σ j) * siteSign (A j) (τ j)) := by
      unfold marshall
      rw [← Finset.prod_mul_distrib]
      refine Fintype.prod_eq_mul i j hij (fun k hk => ?_)
      simp only [h k hk.1 hk.2, siteSign]
      split_ifs <;> norm_num
    have hflip : ¬(σ i = τ i ∧ σ j = τ j) := by
      rintro ⟨h1, h2⟩
      apply hne
      funext k
      by_cases hi : k = i
      · rw [hi, h1]
      · by_cases hj : k = j
        · rw [hj, h2]
        · exact h k hi hj
    rw [mul_right_comm, hm]
    exact key _ _ _ _ _ _ hA hflip
  · simp
```

## (d) The Marshall sign rule

**Task.** Let every bond join opposite sublattices, and let J ≥ 0. Show for σ ≠ τ that

(MHM)_στ ≤ 0

**Solution.** Since M is diagonal,

(MHM)_στ = J Σ_b m(σ) (s_i·s_j)_στ m(τ), with b = (i,j).

Each term is nonpositive by (c), and J ≥ 0 preserves this. The hypothesis `hA` is the bipartite condition. The name Marshall sign rule usually refers to the consequence for the ground state: some ground vector of MHM has no negative component, since replacing the components of a real ground vector by their absolute values does not raise its energy. The Lean theorem stops at the matrix elements. For a finite bipartite spin-1/2 model with isotropic exchange of one strength J ≥ 0, the rule gives a projector in which every move to a different configuration has nonnegative weight.

The smallest case is one bond. In the basis ↑↓, ↓↑ the off-diagonal J/2 becomes −J/2, and for J > 0 the ground vector of the rotated matrix is (1,1)/√2, with energy −3J/4. Undoing the rotation gives, up to an overall sign, the singlet (1,−1)/√2.

```lean
/-- Matrix-element form of the Marshall sign rule: if every bond joins opposite sublattices and
`J ≥ 0`, the rotated Heisenberg Hamiltonian has no positive off-diagonal element. -/
theorem marshall_sign_rule {J : ℝ} (hJ : 0 ≤ J) (A : V → Bool) (bonds : ι → V × V)
    (hA : ∀ b, A (bonds b).1 ≠ A (bonds b).2) {σ τ : V → Bool} (hne : σ ≠ τ) :
    marshallRotate A (heisenberg J bonds) σ τ ≤ 0 := by
  have e : marshallRotate A (heisenberg J bonds) σ τ =
      J * ∑ b, marshall A σ * spinDot (bonds b).1 (bonds b).2 σ τ * marshall A τ := by
    rw [marshallRotate, Matrix.mul_diagonal, Matrix.diagonal_mul, heisenberg, Matrix.of_apply,
      ← Finset.sum_mul, ← Finset.mul_sum]
    ring
  rw [e]
  exact mul_nonpos_of_nonneg_of_nonpos hJ
    (Finset.sum_nonpos fun b _ => marshall_bond A (hA b) hne)
```

## (e) The block of the four-site ring

**Task.** Show that in the order q_0, …, q_5 the block is

H_00 = H_11 = −J
H_ik = H_ki = J/2 for i = 0, 1 and k = 2, …, 5
all other elements = 0

**Solution.** A Néel state has four antiparallel bonds, which give 4(−J/4) = −J. The other states have two parallel and two antiparallel bonds, which cancel. Exchanging the spins on one bond of a Néel state leads to one of the four other states, a different one for each bond, with element J/2. The two Néel states differ on all four sites. Two of the other states differ either on all four sites or on two opposite ones, so no single bond connects them. Here `key` evaluates the integer sums of (b).

```lean
/-- The Hamiltonian of the four-site ring in the sector with two up spins, as a 6x6 matrix. -/
theorem square_block (J : ℝ) :
    (heisenberg J (ringBonds 4)).submatrix squareSector squareSector =
      !![-J, 0, J/2, J/2, J/2, J/2; 0, -J, J/2, J/2, J/2, J/2; J/2, J/2, 0, 0, 0, 0;
         J/2, J/2, 0, 0, 0, 0; J/2, J/2, 0, 0, 0, 0; J/2, J/2, 0, 0, 0, 0] := by
  have key : ∀ i j, ∑ b, bondInt (ringBonds 4 b).1 (ringBonds 4 b).2
      (squareSector i) (squareSector j) =
        if i = j then (if i < 2 then -4 else 0) else if (i < 2 ↔ j < 2) then 0 else 2 := by
    decide +kernel
  ext i j
  rw [Matrix.submatrix_apply, heisenberg_apply, key]
  fin_cases i <;> fin_cases j <;> simp <;> ring
```

## (f) The lowest energy of the block

**Task.** Mark sites 0 and 2, let J > 0, and let R be the rotated block. With v = (2,2,1,1,1,1), show that

R_ij ≤ 0 for i ≠ j
R v = −2J v
H + 2J ≥ 0 on the block

**Solution.** The first line is (d). The Marshall signs are +1 on the Néel states and −1 on the others, so each J/2 becomes −J/2. A Néel row of R v gives −2J − 4J/2 = −4J, and any other row gives −(J/2)(2 + 2) = −2J. These are −2J times 2 and 1. The normalised vector is v/√12, with probability 1/3 for each Néel state and 1/12 for each other state.

For the last line, put p = x_0 + x_1 and let k run from 2 to 5. Then

x·Hx + 2J x·x
= J [x_0² + x_1² + p Σ_k x_k + 2 Σ_k x_k²]
= J [2 Σ_k (x_k + p/4)² + (x_0 − x_1)²/2] ≥ 0.

The rotation preserves the spectrum, so −2J is the lowest energy in this sector.

In a run with the rotated block R in place of H and with E = −2J, a walker on a Néel state stays with weight 1 − δJ and moves to each of the four other states with weight δJ/2. A walker on one of those stays with weight 1 − 2δJ and moves to each Néel state with weight δJ/2. All weights are nonnegative for 0 < δ ≤ 1/(2J), and walker numbers proportional to v are reproduced on average at each step.

In the code, `hs` and `hR` supply the signs and the rotated elements, and `hq` is the identity with the squares.

```lean
/-- Four-site ring with `J > 0` and two up spins: the Marshall-rotated block has nonpositive
off-diagonals, the vector with 2 on the Néel states and 1 elsewhere is its eigenvector with
eigenvalue `-2J`, and the unrotated block plus `2J` times the identity is positive semidefinite. -/
theorem square_ring {J : ℝ} (hJ : 0 < J) :
    let H := heisenberg J (ringBonds 4)
    let R := (marshallRotate ![true, false, true, false] H).submatrix squareSector squareSector
    (∀ i j, i ≠ j → R i j ≤ 0) ∧
    R *ᵥ ![2, 2, 1, 1, 1, 1] = (-2 * J) • ![2, 2, 1, 1, 1, 1] ∧
    (H.submatrix squareSector squareSector + (2 * J) • (1 : Matrix (Fin 6) (Fin 6) ℝ)).PosSemidef
    := by
  intro H R
  refine ⟨fun i j hij => ?_, ?_, ?_⟩
  · exact marshall_sign_rule hJ.le _ _ (by decide) (sectors_complete.1.1.ne hij)
  · -- the Marshall sign is +1 on the Néel states and -1 on the other four
    have hs : ∀ i, marshall ![true, false, true, false] (squareSector i) =
        (![1, 1, -1, -1, -1, -1] : Fin 6 → ℝ) i := by
      intro i
      fin_cases i <;> simp [marshall, siteSign, squareSector, Fin.prod_univ_four]
    have hR : ∀ i j, R i j = (![1, 1, -1, -1, -1, -1] : Fin 6 → ℝ) i *
        H.submatrix squareSector squareSector i j *
          (![1, 1, -1, -1, -1, -1] : Fin 6 → ℝ) j := by
      intro i j
      rw [← hs i, ← hs j]
      simp only [R, Matrix.submatrix_apply, marshallRotate, Matrix.mul_diagonal,
        Matrix.diagonal_mul]
    ext i
    simp only [Matrix.mulVec, dotProduct, hR, H, square_block]
    fin_cases i <;> simp [Fin.sum_univ_succ] <;> ring
  · have hsymm : (H.submatrix squareSector squareSector)ᵀ =
        H.submatrix squareSector squareSector := by
      simp only [H, square_block]
      ext i j
      fin_cases i <;> fin_cases j <;> simp
    refine Matrix.PosSemidef.of_dotProduct_mulVec_nonneg ?_ (fun x => ?_)
    · rw [Matrix.IsHermitian, Matrix.conjTranspose_eq_transpose_of_trivial, Matrix.transpose_add,
        Matrix.transpose_smul, Matrix.transpose_one, hsymm]
    · -- the energy above `-2J` is a sum of squares
      have hq : x ⬝ᵥ H.submatrix squareSector squareSector *ᵥ x + 2 * J * (x ⬝ᵥ x) =
          J * (2 * ((x 2 + (x 0 + x 1) / 4) ^ 2 + (x 3 + (x 0 + x 1) / 4) ^ 2 +
            (x 4 + (x 0 + x 1) / 4) ^ 2 + (x 5 + (x 0 + x 1) / 4) ^ 2) +
              (x 0 - x 1) ^ 2 / 2) := by
        simp only [H, square_block, Matrix.mulVec, dotProduct, Fin.sum_univ_six]
        simp
        ring
      rw [star_trivial, Matrix.add_mulVec, Matrix.smul_mulVec, Matrix.one_mulVec, dotProduct_add,
        dotProduct_smul, smul_eq_mul, hq]
      positivity
```

## (g) The triangle

**Task.** Let J > 0 and let H be the triangle's block with two up spins. Show that no signs ε_0, ε_1, ε_2 = ±1 satisfy

ε_i H_ij ε_j ≤ 0 for all i ≠ j

**Solution.** The three states differ in the position of the down spin, and any two are connected by exactly one bond, so every off-diagonal element is J/2. Two of the three signs must coincide, and for that pair the left side is J/2 > 0. For J ≤ 0 the choice ε = (1,1,1) would work.

The theorem concerns sign changes of this Sz basis and leaves other changes of basis open. Lean computes the common element in `key` and goes through the eight sign choices.

```lean
/-- On the triangle with `J > 0` and two up spins, no conjugation with a diagonal matrix of signs
makes all off-diagonal elements nonpositive. -/
theorem triangle_sign_problem {J : ℝ} (hJ : 0 < J) :
    ¬ ∃ ε : Fin 3 → ℝ, (∀ i, ε i = 1 ∨ ε i = -1) ∧ ∀ i j, i ≠ j →
      (Matrix.diagonal ε * (heisenberg J (ringBonds 3)).submatrix triangleSector triangleSector *
        Matrix.diagonal ε) i j ≤ 0 := by
  rintro ⟨ε, hε, h⟩
  -- every off-diagonal element of the block is `J/2`
  have key : ∀ i j, i ≠ j → ∑ b, bondInt (ringBonds 3 b).1 (ringBonds 3 b).2
      (triangleSector i) (triangleSector j) = 2 := by
    decide +kernel
  have h' : ∀ i j, i ≠ j → ε i * (J * ((2 : ℤ) : ℝ) / 4) * ε j ≤ 0 := by
    intro i j hij
    have := h i j hij
    rwa [Matrix.mul_diagonal, Matrix.diagonal_mul, Matrix.submatrix_apply,
      heisenberg_apply, key i j hij] at this
  push_cast at h'
  have h01 := h' 0 1 (by decide)
  have h12 := h' 1 2 (by decide)
  have h02 := h' 0 2 (by decide)
  -- two of the three signs must coincide
  rcases hε 0 with a | a <;> rcases hε 1 with b | b <;> rcases hε 2 with c | c <;>
    rw [a, b] at h01 <;> rw [b, c] at h12 <;> rw [a, c] at h02 <;> linarith

end

end MarshallSignRule
```
```lean
#print axioms MarshallSignRule.square_ring
-- 'MarshallSignRule.square_ring' depends on axioms: [propext, Classical.choice, Quot.sound]
#print axioms MarshallSignRule.triangle_sign_problem
-- 'MarshallSignRule.triangle_sign_problem' depends on axioms: [propext, Classical.choice, Quot.sound]
```
